# A Metropolis–Hastings ratio bound for one-dimensional drift-diffusion moves with bounded log-derivatives

Let $\psi=e^u$ on the line, with $u$ three times differentiable and $|u'|\le B$, $|u''|\le K$, $|u'''|\le M$. If $y$ is proposed from $x$ by a Gaussian of mean $x+\tau u'(x)$ and variance $\tau>0$, the Metropolis–Hastings ratio $R$ for the target $\psi^2$ satisfies

$$|\log R|\le \frac{M|y-x|^3}{6}+\tau BK|y-x|.$$

For nodeless, one-dimensional trial functions of this class, this bounds the probability that a variational or diffusion Monte Carlo step with this proposal and a Metropolis–Hastings test rejects a given move.

```lean
import Mathlib

open Set

namespace DriftDiffusionMetropolis

noncomputable section
```

## A smooth, nodeless wave function

The functions `u₁`, `u₂`, `u₃` are the successive derivatives of `u`; `u₃` need not be continuous. Physically, in units with $\hbar=m=1$, $u'=\psi'/\psi$ is the drift velocity, $B$ bounds its magnitude, $K$ its gradient and $M$ its second derivative. Nodes and cusps are excluded, and so is a Gaussian $\psi$, whose drift is unbounded.

```lean
/-- The logarithm `u` of a wave function has successive derivatives `u₁`, `u₂`, `u₃` on the line,
bounded in absolute value by `B`, `K` and `M`. -/
structure LogDerivBounds (u u₁ u₂ u₃ : ℝ → ℝ) (B K M : ℝ) : Prop where
  deriv_one : ∀ x, HasDerivAt u (u₁ x) x
  deriv_two : ∀ x, HasDerivAt u₁ (u₂ x) x
  deriv_three : ∀ x, HasDerivAt u₂ (u₃ x) x
  bound_one : ∀ x, |u₁ x| ≤ B
  bound_two : ∀ x, |u₂ x| ≤ K
  bound_three : ∀ x, |u₃ x| ≤ M
```

The Gaussian density is normalised, and `ratio` is the full quotient of target times reverse proposal over target times forward proposal. The target itself need not be normalised.

```lean
/-- Gaussian density for proposing `y` from `x`, with mean `x + τ v(x)` and variance `τ`. -/
def proposal (τ : ℝ) (v : ℝ → ℝ) (x y : ℝ) : ℝ :=
  Real.exp (-(y - x - τ * v x) ^ 2 / (2 * τ)) / √(2 * Real.pi * τ)

/-- Metropolis-Hastings ratio of the move `x → y` for the target `ψ²` with `ψ = exp u`. -/
def ratio (τ : ℝ) (u v : ℝ → ℝ) (x y : ℝ) : ℝ :=
  (Real.exp (u y) ^ 2 * proposal τ v y x) / (Real.exp (u x) ^ 2 * proposal τ v x y)

/-- Metropolis-Hastings acceptance probability of the move `x → y`. -/
def acceptance (τ : ℝ) (u v : ℝ → ℝ) (x y : ℝ) : ℝ := min 1 (ratio τ u v x y)
```

The choice $u=\sin$ satisfies every hypothesis with $B=K=M=1$. Its $\psi=e^{\sin x}$ is not square-integrable on the line, though it can be normalised over one period. A square-integrable example with the same bounds is $u=-\sqrt{1+x^2}$; only the sine is checked in Lean.

```lean
/-- The first three derivatives of `sin` are `cos`, `-sin` and `-cos`, each bounded by one in
absolute value. -/
theorem logDerivBounds_witness :
    LogDerivBounds Real.sin Real.cos (fun x => -Real.sin x) (fun x => -Real.cos x) 1 1 1 where
  deriv_one := Real.hasDerivAt_sin
  deriv_two := Real.hasDerivAt_cos
  deriv_three := fun x => (Real.hasDerivAt_sin x).fun_neg
  bound_one := Real.abs_cos_le_one
  bound_two := fun x => by rw [abs_neg]; exact Real.abs_sin_le_one x
  bound_three := fun x => by rw [abs_neg]; exact Real.abs_cos_le_one x
```

## Positive time step and drift equal to $u'$

The time step $\tau$ is the variance of the diffusion; at $\tau=0$ there is no Gaussian density. Write $d=y-x$ and let $v$ be any drift. The Gaussian prefactors cancel, and the exponents contribute

$$\frac{(d-\tau v(x))^2-(d+\tau v(y))^2}{2\tau}=-d\,(v(x)+v(y))+\frac{\tau}{2}\bigl(v(x)^2-v(y)^2\bigr).$$

Adding $2(u(y)-u(x))$ from the target gives $\log R$. In the proof, `key` is this identity in exponential form; `field_simp` uses $\tau\ne0$ and `ring` expands the squares.

```lean
/-- For `τ > 0` and any functions `u` and `v`, the ratio is the exponential of `2 (u y - u x) - (y -
x) (v x + v y)` plus `τ / 2` times `v x ^ 2 - v y ^ 2`. -/
theorem ratio_eq_exp {τ : ℝ} (hτ : 0 < τ) (u v : ℝ → ℝ) (x y : ℝ) :
    ratio τ u v x y = Real.exp ((2 * (u y - u x) - (y - x) * (v x + v y))
      + τ / 2 * (v x ^ 2 - v y ^ 2)) := by
  have h2 : ∀ a : ℝ, Real.exp a ^ 2 = Real.exp (2 * a) := fun a => by
    rw [two_mul, Real.exp_add, sq]
  -- the Gaussian exponents combine after completing the squares
  have key : Real.exp (u y) ^ 2 * Real.exp (-(x - y - τ * v y) ^ 2 / (2 * τ)) =
      Real.exp ((2 * (u y - u x) - (y - x) * (v x + v y)) + τ / 2 * (v x ^ 2 - v y ^ 2)) *
        (Real.exp (u x) ^ 2 * Real.exp (-(y - x - τ * v x) ^ 2 / (2 * τ))) := by
    rw [h2, h2, ← Real.exp_add, ← Real.exp_add, ← Real.exp_add]
    congr 1
    field_simp
    ring
  unfold ratio proposal
  rw [div_eq_iff (by positivity)]
  linear_combination (1 / √(2 * Real.pi * τ)) * key
```

The identity holds for every $v$, but only $v=u'$ turns its first part into a trapezoidal-rule error. With $v=0$, $\log R=2(u(y)-u(x))$, which is generally of first order in $d$.

## The bound on $u'''$

For $t\ge0$ set $E(t)=2(u(x+t)-u(x))-t(u'(x)+u'(x+t))$. Then

$$E'(t)=u'(x+t)-u'(x)-t\,u''(x+t),\qquad E''(t)=-t\,u'''(x+t).$$

Both $E$ and $E'$ vanish at $0$. From $|E''|\le Mt$ follow $|E'|\le Mt^2/2$ and $|E|\le Mt^3/6$. For $y<x$, exchange the end points, which reverses the sign of the error.

The proof replaces integration by monotonicity, so continuity of $u'''$ is not needed.

```lean
/-- A differentiable function on the line that vanishes at zero and has nonnegative slope on `[0,
∞)` is nonnegative on `[0, ∞)`. -/
theorem nonneg_of_slope_nonneg {f f' : ℝ → ℝ} (h0 : f 0 = 0)
    (hf : ∀ t, HasDerivAt f (f' t) t) (hn : ∀ t, 0 ≤ t → 0 ≤ f' t) :
    ∀ t, 0 ≤ t → 0 ≤ f t := by
  intro t ht
  have mono : MonotoneOn f (Ici 0) := monotoneOn_of_deriv_nonneg (convex_Ici 0)
    (fun t _ => (hf t).continuousAt.continuousWithinAt)
    (fun t _ => (hf t).differentiableAt.differentiableWithinAt)
    (fun t ht => by rw [(hf t).deriv]; exact hn t (interior_subset ht))
  have h := mono (mem_Ici.2 le_rfl) (mem_Ici.2 ht) ht
  linarith
```

This lemma is applied twice, first to $Mt^2/2-\sigma E'$ and then to $Mt^3/6-\sigma E$. The signs $\sigma=\pm1$ give the two sides of the absolute value.

```lean
variable {u u₁ u₂ u₃ : ℝ → ℝ} {B K M : ℝ}

/-- Twice the error of the trapezoidal rule for the drift `u'` between `x` and `y` is at most
`M |y - x|³ / 6`. -/
theorem trapezoid_error (h : LogDerivBounds u u₁ u₂ u₃ B K M) (x y : ℝ) :
    |2 * (u y - u x) - (y - x) * (u₁ x + u₁ y)| ≤ M * |y - x| ^ 3 / 6 := by
  -- apply the monotonicity lemma twice, for either sign `σ`
  have key : ∀ σ : ℝ, (∀ r, 0 ≤ M + σ * u₃ r) → ∀ x t : ℝ, 0 ≤ t →
      0 ≤ M * t ^ 3 / 6 - σ * (2 * (u (x + t) - u x) - t * (u₁ x + u₁ (x + t))) := by
    intro σ hσ x
    have first : ∀ t : ℝ, 0 ≤ t →
        0 ≤ M * t ^ 2 / 2 - σ * (u₁ (x + t) - u₁ x - t * u₂ (x + t)) := by
      refine nonneg_of_slope_nonneg (f' := fun t => t * (M + σ * u₃ (x + t)))
        (by simp) (fun t => ?_) (fun t ht => mul_nonneg ht (hσ _))
      show HasDerivAt _ (t * (M + σ * u₃ (x + t))) t
      have h1 := (h.deriv_two (x + t)).comp_const_add x t
      have h2 := (h.deriv_three (x + t)).comp_const_add x t
      have hp := ((hasDerivAt_pow 2 t).const_mul M).div_const 2
      exact (hp.fun_sub (((h1.sub_const (u₁ x)).fun_sub
        ((hasDerivAt_id' t).fun_mul h2)).const_mul σ)).congr_deriv (by push_cast; ring)
    refine nonneg_of_slope_nonneg
      (f' := fun t => M * t ^ 2 / 2 - σ * (u₁ (x + t) - u₁ x - t * u₂ (x + t)))
      (by simp) (fun t => ?_) first
    show HasDerivAt _ (M * t ^ 2 / 2 - σ * (u₁ (x + t) - u₁ x - t * u₂ (x + t))) t
    have h0 := (h.deriv_one (x + t)).comp_const_add x t
    have h1 := (h.deriv_two (x + t)).comp_const_add x t
    have hp := ((hasDerivAt_pow 3 t).const_mul M).div_const 6
    exact (hp.fun_sub ((((h0.sub_const (u x)).const_mul 2).fun_sub
      ((hasDerivAt_id' t).fun_mul (h1.const_add (u₁ x)))).const_mul σ)).congr_deriv
        (by push_cast; ring)
  have right : ∀ x t : ℝ, 0 ≤ t →
      |2 * (u (x + t) - u x) - t * (u₁ x + u₁ (x + t))| ≤ M * t ^ 3 / 6 := by
    intro x t ht
    have hp := key 1 (fun r => by linarith [(abs_le.1 (h.bound_three r)).1]) x t ht
    have hm := key (-1) (fun r => by linarith [(abs_le.1 (h.bound_three r)).2]) x t ht
    exact abs_le.2 ⟨by linarith, by linarith⟩
  -- the error is antisymmetric in the two end points
  rcases le_total x y with hxy | hxy
  · have := right x (y - x) (by linarith)
    rw [add_sub_cancel] at this
    rwa [abs_of_nonneg (sub_nonneg.2 hxy)]
  · have := right y (x - y) (by linarith)
    rw [add_sub_cancel, abs_le] at this
    rw [abs_sub_comm y x, abs_of_nonneg (sub_nonneg.2 hxy), abs_le]
    constructor <;> linarith [this.1, this.2]
```

## The bounds on $u'$ and $u''$

The remaining term factors:

$$\frac{\tau}{2}\,|u'(x)^2-u'(y)^2|=\frac{\tau}{2}\,|u'(y)-u'(x)|\,|u'(x)+u'(y)|\le\frac{\tau}{2}\,K|d|\cdot2B.$$

The mean value inequality gives the first factor (`hd`), and the bound on the drift gives the second (`hs`). The triangle inequality then adds the trapezoidal error.

Using only $B$, this term is at most $\tau B^2/2$, an estimate that does not vanish as $y\to x$. Without $B$, uniformity in $x$ fails: for $u=-x^2/2$ and $y=x+1$, $\log R=-\tau(2x+1)/2$.

```lean
/-- The log Metropolis-Hastings ratio for `ψ²` with drifted Gaussian proposals is at most
`M |y - x|³ / 6 + τ B K |y - x|` in absolute value. -/
theorem abs_log_ratio_le (h : LogDerivBounds u u₁ u₂ u₃ B K M) {τ : ℝ} (hτ : 0 < τ) (x y : ℝ) :
    |Real.log (ratio τ u u₁ x y)| ≤ M * |y - x| ^ 3 / 6 + τ * B * K * |y - x| := by
  rw [ratio_eq_exp hτ, Real.log_exp]
  have hT := trapezoid_error h x y
  -- the drift changes by at most `K |y - x|`
  have hd : |u₁ y - u₁ x| ≤ K * |y - x| := by
    have := Convex.norm_image_sub_le_of_norm_hasDerivWithin_le (s := univ)
      (fun z _ => (h.deriv_two z).hasDerivWithinAt) (fun z _ => h.bound_two z)
      convex_univ (mem_univ x) (mem_univ y)
    simpa only [Real.norm_eq_abs] using this
  have hs : |u₁ x + u₁ y| ≤ 2 * B := by
    have hx := abs_le.1 (h.bound_one x)
    have hy := abs_le.1 (h.bound_one y)
    exact abs_le.2 ⟨by linarith [hx.1, hy.1], by linarith [hx.2, hy.2]⟩
  have hm := mul_le_mul hd hs (abs_nonneg _) ((abs_nonneg _).trans hd)
  have hq : |τ / 2 * (u₁ x ^ 2 - u₁ y ^ 2)| = τ / 2 * (|u₁ y - u₁ x| * |u₁ x + u₁ y|) := by
    rw [show τ / 2 * (u₁ x ^ 2 - u₁ y ^ 2) = -(τ / 2 * ((u₁ y - u₁ x) * (u₁ x + u₁ y))) by ring,
      abs_neg, abs_mul, abs_mul, abs_of_pos (half_pos hτ)]
  have hm' := mul_le_mul_of_nonneg_left hm (half_pos hτ).le
  refine (abs_add_le _ _).trans ?_
  rw [hq]
  linarith
```

## Rejection at a given time step

If $R\ge1$, nothing is rejected. Otherwise $1+\log R\le R$ gives $1-R\le-\log R$, so the same bound holds.

```lean
/-- The probability of rejecting a proposed move `x → y` is at most `M |y - x|³ / 6 + τ B K |y -
x|`. -/
theorem rejection_le (h : LogDerivBounds u u₁ u₂ u₃ B K M) {τ : ℝ} (hτ : 0 < τ) (x y : ℝ) :
    1 - acceptance τ u u₁ x y ≤ M * |y - x| ^ 3 / 6 + τ * B * K * |y - x| := by
  have hL := abs_log_ratio_le h hτ x y
  have hR : 0 < ratio τ u u₁ x y := by rw [ratio_eq_exp hτ]; exact Real.exp_pos _
  have he := Real.add_one_le_exp (Real.log (ratio τ u u₁ x y))
  rw [Real.exp_log hR] at he
  unfold acceptance
  rcases le_total 1 (ratio τ u u₁ x y) with h1 | h1
  · rw [min_eq_left h1]
    linarith [abs_nonneg (Real.log (ratio τ u u₁ x y))]
  · rw [min_eq_right h1]
    linarith [(abs_le.1 hL).1]
```

Put $\tau=s^2$ with $s>0$, and $y=x+s^2u'(x)+s\chi$, where $\chi$ is the standard normal noise. Then $|d|\le s(sB+|\chi|)$, and substitution extracts a factor $s^3=\tau^{3/2}$. The estimate holds for each given $\chi$; the bound on the mean rejection probability that follows by averaging over the noise is not formalised here.

```lean
/-- For time step `τ = s²` and the move `y = x + τ u'(x) + s χ`, the rejection probability is at
most `s³` times a cubic polynomial in `s B + |χ|`. -/
theorem rejection_le_timestep (h : LogDerivBounds u u₁ u₂ u₃ B K M) {s : ℝ} (hs : 0 < s)
    (x χ : ℝ) :
    1 - acceptance (s ^ 2) u u₁ x (x + s ^ 2 * u₁ x + s * χ) ≤
      s ^ 3 * (M * (s * B + |χ|) ^ 3 / 6 + B * K * (s * B + |χ|)) := by
  have hB : 0 ≤ B := (abs_nonneg _).trans (h.bound_one 0)
  have hK : 0 ≤ K := (abs_nonneg _).trans (h.bound_two 0)
  have hM : 0 ≤ M := (abs_nonneg _).trans (h.bound_three 0)
  -- length of the move: drift plus noise
  have hd : |x + s ^ 2 * u₁ x + s * χ - x| ≤ s * (s * B + |χ|) := by
    rw [show x + s ^ 2 * u₁ x + s * χ - x = s * (s * u₁ x + χ) by ring, abs_mul, abs_of_pos hs]
    refine mul_le_mul_of_nonneg_left ((abs_add_le _ _).trans ?_) hs.le
    rw [abs_mul, abs_of_pos hs]
    linarith [mul_le_mul_of_nonneg_left (h.bound_one x) hs.le]
  refine (rejection_le h (pow_pos hs 2) x _).trans ?_
  calc _ ≤ M * (s * (s * B + |χ|)) ^ 3 / 6 + s ^ 2 * B * K * (s * (s * B + |χ|)) := by gcongr
    _ = _ := by ring
```

Take $u=\sin$, $x=0$, $s=0.1$, $\chi=1$. Then $\tau=0.01$, $y=0.11$, and the bound is $0.11^3/6+0.01\cdot0.11\approx0.00132$. Directly, $\log R\approx0.00022+0.00006=0.00028$. This move is always accepted; its reverse is rejected with probability about $0.00028$.

## A cubic logarithm that attains the cubic term

For $u=Mx^3/6$, the drifts at $-a$ and $a$ are equal, so only the trapezoidal part remains:

$$\log R=\frac{2Ma^3}{3}-2Ma^3=-\frac{M(2a)^3}{6}.$$

The cubic term is thus attained in magnitude for $M,a\ge0$, although for $M\neq0$ this $u$ violates the global bounds on $u'$ and $u''$. Nor is $e^u$ square-integrable on the line, so this is a test of the algebra and not a physical state. At fixed $a>0$ the magnitude grows with $M$ without limit.

```lean
/-- For `u = M x³ / 6` the log ratio of the move from `-a` to `a` is exactly `-M (2a)³ / 6`. -/
theorem log_ratio_cubic {τ : ℝ} (hτ : 0 < τ) (M a : ℝ) :
    Real.log (ratio τ (fun x => M * x ^ 3 / 6) (fun x => M * x ^ 2 / 2) (-a) a) =
      -(M * (2 * a) ^ 3 / 6) := by
  rw [ratio_eq_exp hτ, Real.log_exp]
  ring

end

end DriftDiffusionMetropolis
```

```lean
#print axioms DriftDiffusionMetropolis.abs_log_ratio_le
#print axioms DriftDiffusionMetropolis.rejection_le_timestep
#print axioms DriftDiffusionMetropolis.log_ratio_cubic
```

```
'DriftDiffusionMetropolis.abs_log_ratio_le' depends on axioms: [propext, Classical.choice, Quot.sound]
'DriftDiffusionMetropolis.rejection_le_timestep' depends on axioms: [propext, Classical.choice, Quot.sound]
'DriftDiffusionMetropolis.log_ratio_cubic' depends on axioms: [propext, Classical.choice, Quot.sound]
```
